# Three Orthonormal Magnetization Directions Recover the g Matrix of a Doublet

Suppose the magnetic moment of a Kramers doublet is computed in one state only, the one whose pseudospin (the spin-½ that labels the two states of the doublet) points along $z$. The three components of the moment then fix one column of the $g$ matrix and leave the other two unknown. A second direction does not close the gap: two different $g$ matrices can still agree on every number obtained. With three orthonormal directions the ambiguity is gone, and $g$ follows from a short sum.

## The claim and its derivation

Label the Cartesian axes $x,y,z$ by $0,1,2$, so that $\sigma_0,\sigma_1,\sigma_2$ are the three Pauli matrices ($\sigma_0$ is $\sigma_x$, not the identity). For a real vector $a$ write $a\cdot\sigma=\sum_v a_v\sigma_v$. Let $g$ be a real $3\times3$ matrix with rows $g_u$, and set

$$M_u=\tfrac12\sum_v g_{uv}\sigma_v,\qquad P(a)=\tfrac12(1+a\cdot\sigma).$$

With the Zeeman operator written as $\mu_B\sum_u B_uM_u$, where $B$ is the field and $\mu_B$ the Bohr magneton, the physical moment is $-\mu_BM_u$. The first index of $g$ belongs to the field and the second to the pseudospin. "Magnetized along $a$" means that the pseudospin points along $a$; the moment itself need not be parallel to $a$.

The claim is that for orthonormal $n_0,n_1,n_2$

$$g_{uv}=2\sum_k \mathrm{Tr}\big(P(n_k)M_u\big)\,(n_k)_v .$$

**The state.** The Pauli matrices are Hermitian and traceless, square to one and anticommute pairwise, so $(a\cdot\sigma)^2=(a\cdot a)\,1$. For a unit vector $a$ this gives

$$P(a)^2=\tfrac14\big(1+2\,a\cdot\sigma+1\big)=P(a),\qquad (a\cdot\sigma)P(a)=\tfrac12(a\cdot\sigma+1)=P(a).$$

Also $P(a)$ is Hermitian and has trace $\tfrac12\cdot2=1$. It is therefore the projector on the pure state with pseudospin along $a$.

**The moment.** From $\mathrm{Tr}\,\sigma_v=0$ and $\mathrm{Tr}\,\sigma_v\sigma_w=2\delta_{vw}$,

$$\mathrm{Tr}\big(P(a)M_u\big)=\tfrac14\mathrm{Tr}(g_u\cdot\sigma)+\tfrac14\mathrm{Tr}\big((a\cdot\sigma)(g_u\cdot\sigma)\big)=\tfrac12\,g_u\cdot a .$$

**Completeness.** Let $N$ be the matrix with rows $n_k$. Orthonormality says $NN^T=1$. Hence $\det N\neq0$, $N$ is invertible with inverse $N^T$, and $N^TN=1$ as well. In components, $\sum_k(n_k)_w(n_k)_v=\delta_{wv}$, so for every vector $x$

$$\sum_k(x\cdot n_k)(n_k)_v=\sum_w x_w\sum_k(n_k)_w(n_k)_v=x_v .$$

**The result.** Inserting the moment and taking $x=g_u$,

$$2\sum_k\tfrac12(g_u\cdot n_k)(n_k)_v=g_{uv}.$$

The same expansion gives the symmetric tensor

$$(gg^T)_{uw}=g_u\cdot g_w=\sum_k(g_u\cdot n_k)(g_w\cdot n_k)=4\sum_k\mathrm{Tr}\big(P(n_k)M_u\big)\,\mathrm{Tr}\big(P(n_k)M_w\big).$$

## Directions that are not orthogonal

Take $g=2\cdot1$ and the unit vectors $n_0=(1,0,0)$, $n_1=(0,1,0)$, $n_2=(1,0,1)/\sqrt2$. They are linearly independent, but $n_0\cdot n_2\neq0$. The sum in the claim now returns $\sum_k(g_u\cdot n_k)(n_k)_v$, which is

$$\begin{pmatrix}3&0&1\\0&2&0\\1&0&1\end{pmatrix}\quad\text{instead of}\quad\begin{pmatrix}2&0&0\\0&2&0\\0&0&2\end{pmatrix}.$$

An isotropic doublet would be reported as anisotropic. The formula fails here, but the data are still sufficient: the moments give $g_u\cdot n_k$ for three independent vectors, and solving those linear equations yields $g$.

In general, two matrices $g$ and $g'$ give the same moments exactly when each difference of rows $g_u-g'_u$ is perpendicular to all the directions used. The data therefore determine $g$ precisely when only the zero vector is perpendicular to all of them. For two directions in three-dimensional space there is always a nonzero perpendicular vector, so two never suffice.

## The doublet as explicit two-by-two matrices

In Lean 4 with Mathlib:

```lean
import Mathlib

open Matrix

namespace DoubletGTensor

noncomputable section
```

The Pauli matrices are entered as complex matrices, indexed by `Fin 3`, whose elements are $0,1,2$.

```lean
/-- The three Pauli matrices, labelled by the Cartesian axes. -/
def pauli : Fin 3 → Matrix (Fin 2) (Fin 2) ℂ :=
  ![!![0, 1; 1, 0], !![0, -Complex.I; Complex.I, 0], !![1, 0; 0, -1]]
```

A direction is a function `Fin 3 → ℝ`, that is, a real vector. Its components are cast to complex numbers when they multiply Pauli matrices.

```lean
/-- The operator `a · σ` for a real vector `a`. -/
def sigmaAlong (a : Fin 3 → ℝ) : Matrix (Fin 2) (Fin 2) ℂ :=
  ∑ v, (a v : ℂ) • pauli v
```

In `moment`, the expression `g u` is row $u$ of the matrix, which fixes the index convention stated above.

```lean
/-- The operator `M_u = (1/2) ∑ v, g_uv σ_v`, the Cartesian component `u` of the magnetic moment of
a doublet in units of `-μ_B`. -/
def moment (g : Matrix (Fin 3) (Fin 3) ℝ) (u : Fin 3) : Matrix (Fin 2) (Fin 2) ℂ :=
  (1 / 2 : ℂ) • sigmaAlong (g u)
```

The definition of `polarized` accepts any real vector. Only for a unit vector is it a pure state; for a shorter one it is a mixed state, and for a longer one it has a negative eigenvalue and is no state at all.

```lean
/-- The operator `P = (1 + a · σ) / 2`. For a unit vector `a` it is the doublet state magnetized
along `a`. -/
def polarized (a : Fin 3 → ℝ) : Matrix (Fin 2) (Fin 2) ℂ :=
  (1 / 2 : ℂ) • (1 + sigmaAlong a)
```

The expectation value is defined as a complex trace. That it is real is a consequence, proved below.

```lean
/-- The trace `Tr (P M_u)`. For a unit vector `a` it is the expectation value of `M_u` in the state
magnetized along `a`. -/
def expectation (g : Matrix (Fin 3) (Fin 3) ℝ) (a : Fin 3 → ℝ) (u : Fin 3) : ℂ :=
  (polarized a * moment g u).trace
```

The model is a single fixed doublet with a moment linear in the pseudospin. In a two-component electronic-structure calculation that meets this restriction, the theorems say which magnetization directions supply enough data for $g$. They do not cover orbitals that relax differently for each direction, nor the identification of the pseudospin axes in computed wave functions.

## The magnetized state and its moment

The first lemma writes out $a\cdot\sigma$ entry by entry, so that later trace and product identities become arithmetic with complex numbers.

```lean
/-- The operator `a · σ` written out as a two by two matrix. -/
theorem sigmaAlong_eq (a : Fin 3 → ℝ) :
    sigmaAlong a = !![(a 2 : ℂ), a 0 - a 1 * Complex.I; a 0 + a 1 * Complex.I, -(a 2 : ℂ)] := by
  ext i j
  fin_cases i <;> fin_cases j <;> simp [sigmaAlong, pauli, Fin.sum_univ_three]
  ring
```

The next theorem has the hypothesis `a ⬝ᵥ a = 1`, the unit length of $a$, and four conclusions: $P(a)$ is Hermitian, idempotent, of trace one, and unchanged by multiplication from the left with $a\cdot\sigma$.

```lean
/-- For a unit vector `a`, the operator `P` is a Hermitian projector of trace one, and
`a · σ` acts on it as the identity. -/
theorem polarized_is_pure_state (a : Fin 3 → ℝ) (ha : a ⬝ᵥ a = 1) :
    (polarized a).IsHermitian ∧ polarized a * polarized a = polarized a ∧
      (polarized a).trace = 1 ∧ sigmaAlong a * polarized a = polarized a := by
  have hc : (a 0 : ℂ) * a 0 + a 1 * a 1 + a 2 * a 2 = 1 := by
    simp only [dotProduct, Fin.sum_univ_three] at ha
    exact_mod_cast ha
  -- the square of `a · σ` is the squared length of `a`
  have hA : sigmaAlong a * sigmaAlong a = 1 := by
    rw [sigmaAlong_eq]
    ext i j
    fin_cases i <;> fin_cases j <;> simp [Matrix.mul_apply, Fin.sum_univ_two]
    all_goals first
      | ring1
      | linear_combination hc - (a 1 : ℂ) ^ 2 * Complex.I_sq
  have hP : (1 + sigmaAlong a) * (1 + sigmaAlong a) = (2 : ℂ) • (1 + sigmaAlong a) := by
    calc (1 + sigmaAlong a) * (1 + sigmaAlong a)
        = 1 + sigmaAlong a + sigmaAlong a + sigmaAlong a * sigmaAlong a := by noncomm_ring
      _ = (2 : ℂ) • (1 + sigmaAlong a) := by rw [hA]; module
  refine ⟨?_, ?_, ?_, ?_⟩
  · unfold polarized
    rw [sigmaAlong_eq]
    ext i j
    fin_cases i <;> fin_cases j <;> simp [Matrix.conjTranspose_apply] <;> ring
  · unfold polarized
    rw [smul_mul_smul_comm, hP, smul_smul]
    congr 1
    norm_num
  · unfold polarized
    rw [sigmaAlong_eq]
    simp [Matrix.trace_fin_two]
    try ring
  · unfold polarized
    rw [mul_smul_comm, mul_add, mul_one, hA, add_comm]
```

The step `hA` is $(a\cdot\sigma)^2=1$, checked on the four entries; `linear_combination` supplies the unit length and $i^2=-1$ for the diagonal ones. Then `hP` expands $(1+a\cdot\sigma)^2=2(1+a\cdot\sigma)$, and the factors of one half turn this into $P^2=P$. The last conclusion again uses `hA`, while Hermiticity and the trace are read off from the explicit matrix.

The moment formula needs no unit length. It states that the complex number `expectation g a u` equals the real number $\tfrac12\,g_u\cdot a$.

```lean
/-- For every real vector `a`, the trace `Tr (P M_u)` is half the scalar product of row `u` of `g`
with `a`. -/
theorem expectation_eq (g : Matrix (Fin 3) (Fin 3) ℝ) (a : Fin 3 → ℝ) (u : Fin 3) :
    expectation g a u = ((g u ⬝ᵥ a / 2 : ℝ) : ℂ) := by
  unfold expectation polarized moment
  rw [sigmaAlong_eq, sigmaAlong_eq]
  simp only [Matrix.one_fin_two, smul_mul_smul_comm, Matrix.trace_smul, dotProduct,
    Fin.sum_univ_three, Matrix.trace_fin_two, Matrix.mul_apply, Fin.sum_univ_two,
    Matrix.add_apply, Matrix.of_apply, Matrix.cons_val_zero, Matrix.cons_val_one,
    Matrix.cons_val', Matrix.cons_val_fin_one, smul_eq_mul]
  push_cast
  linear_combination (-(1 / 2) * (a 1 : ℂ) * (g u 1 : ℂ)) * Complex.I_sq
```

The proof replaces both operators by their explicit matrices and expands the trace of the product. What remains is a polynomial identity in which $i^2$ appears only with the product $a_1g_{u1}$, from the two factors of $\sigma_1$. The tactic `linear_combination` settles it with $i^2=-1$. This is the same computation as $\mathrm{Tr}\,\sigma_v\sigma_w=2\delta_{vw}$, carried out on entries.

## Completeness and the recovery of g

The hypothesis `hn` expresses orthonormality by dot products: $n_k\cdot n_l$ is one if $k=l$ and zero otherwise. The conclusion is the expansion of an arbitrary vector $x$, component by component.

```lean
/-- A real vector is the sum of its projections on three orthonormal directions. -/
theorem frame_expansion (n : Fin 3 → Fin 3 → ℝ)
    (hn : ∀ k l, n k ⬝ᵥ n l = if k = l then 1 else 0) (x : Fin 3 → ℝ) (v : Fin 3) :
    ∑ k, (x ⬝ᵥ n k) * n k v = x v := by
  have h : Matrix.of n * (Matrix.of n)ᵀ = 1 := by
    ext k l
    rw [Matrix.one_apply]
    exact hn k l
  -- orthonormal rows of a square matrix have orthonormal columns
  have h' : (Matrix.of n)ᵀ * Matrix.of n = 1 := mul_eq_one_comm.mp h
  have hc : ∀ w, ∑ k, n k w * n k v = if w = v then 1 else 0 := by
    intro w
    have e := congrFun (congrFun h' w) v
    rw [Matrix.one_apply] at e
    exact e
  calc ∑ k, (x ⬝ᵥ n k) * n k v = ∑ w, x w * ∑ k, n k w * n k v := by
        simp only [dotProduct, Fin.sum_univ_three]
        ring
    _ = x v := by simp [hc]
```

Here `Matrix.of n` is the matrix $N$ with rows $n_k$. The step from `h` to `h'` passes from $NN^T=1$ to $N^TN=1$ through `mul_eq_one_comm`, the fact that a one-sided inverse of a square matrix is two-sided. Reading off entries gives `hc`, the completeness relation, and the final calculation exchanges the two sums.

The main theorem holds for every real matrix $g$, every orthonormal triple and every pair of indices $u,v$. No symmetry of $g$ is assumed.

```lean
/-- The g matrix of a doublet is recovered from the moments in the states magnetized along
three orthonormal directions: `g_uv = 2 ∑ k, Tr (P_k M_u) (n_k)_v`. -/
theorem g_from_three_directions (g : Matrix (Fin 3) (Fin 3) ℝ) (n : Fin 3 → Fin 3 → ℝ)
    (hn : ∀ k l, n k ⬝ᵥ n l = if k = l then 1 else 0) (u v : Fin 3) :
    (g u v : ℂ) = 2 * ∑ k, (polarized (n k) * moment g u).trace * (n k v : ℂ) := by
  change (g u v : ℂ) = 2 * ∑ k, expectation g (n k) u * (n k v : ℂ)
  simp only [expectation_eq]
  rw [← frame_expansion n hn (g u) v, Finset.mul_sum, Complex.ofReal_sum]
  refine Finset.sum_congr rfl fun k _ => ?_
  push_cast
  ring
```

After `change` has recognized the trace as `expectation`, the moment formula replaces each trace by half a dot product. The rewrite with `frame_expansion` expands the left-hand side $g_{uv}$ in the directions $n_k$, and the two sums then agree term by term.

## The symmetric tensor

The tensor $gg^T$ does not change when the pseudospin axes are rotated, whereas $g$ itself in general does. It is obtained from the same nine moments.

```lean
/-- The symmetric tensor `g gᵀ` is four times the sum, over three orthonormal magnetization
directions, of products of moment components. -/
theorem symmetric_tensor_from_three_directions (g : Matrix (Fin 3) (Fin 3) ℝ)
    (n : Fin 3 → Fin 3 → ℝ) (hn : ∀ k l, n k ⬝ᵥ n l = if k = l then 1 else 0)
    (u w : Fin 3) :
    (((g * gᵀ) u w : ℝ) : ℂ) = 4 * ∑ k, expectation g (n k) u * expectation g (n k) w := by
  have h : (g * gᵀ) u w = ∑ k, (g u ⬝ᵥ n k) * (g w ⬝ᵥ n k) := by
    calc (g * gᵀ) u w = ∑ v, g u v * g w v := rfl
      _ = ∑ v, (∑ k, (g u ⬝ᵥ n k) * n k v) * g w v := by
        simp only [frame_expansion n hn]
      _ = ∑ k, (g u ⬝ᵥ n k) * (g w ⬝ᵥ n k) := by
        simp only [dotProduct, Fin.sum_univ_three]
        ring
  simp only [expectation_eq]
  rw [h, Finset.mul_sum, Complex.ofReal_sum]
  refine Finset.sum_congr rfl fun k _ => ?_
  push_cast
  ring
```

The inner calculation `h` replaces $g_{uv}$ in $\sum_v g_{uv}g_{wv}$ by its expansion and regroups the sum into products of projections. Each projection is twice a moment, which accounts for the factor of four.

## Which sets of directions suffice

The next theorem replaces the orthonormal triple by a family of vectors indexed by any type `ι`: finite, infinite or empty. The left side of the equivalence says that two $g$ matrices with equal moments along the whole family are equal. The right side says that a vector perpendicular to every member of the family is zero.

```lean
/-- The moments along a family of directions determine `g` exactly when no nonzero vector is
perpendicular to all the directions. -/
theorem directions_determine_g_iff {ι : Type*} (n : ι → Fin 3 → ℝ) :
    (∀ g g' : Matrix (Fin 3) (Fin 3) ℝ,
      (∀ k u, expectation g (n k) u = expectation g' (n k) u) → g = g') ↔
    ∀ x : Fin 3 → ℝ, (∀ k, x ⬝ᵥ n k = 0) → x = 0 := by
  constructor
  · intro h x hx
    -- a matrix with all rows equal to `x` gives the same data as the zero matrix
    have e := h (Matrix.of fun _ => x) 0 (by
      intro k u
      have e1 : (Matrix.of fun _ : Fin 3 => x) u ⬝ᵥ n k = 0 := hx k
      have e2 : (0 : Matrix (Fin 3) (Fin 3) ℝ) u ⬝ᵥ n k = 0 := zero_dotProduct (n k)
      rw [expectation_eq, expectation_eq, e1, e2])
    exact congrFun e 0
  · intro h g g' hd
    ext u v
    have e := h (g u - g' u) (by
      intro k
      have e1 := hd k u
      rw [expectation_eq, expectation_eq] at e1
      have e2 := Complex.ofReal_injective e1
      rw [sub_dotProduct]
      linarith)
    exact sub_eq_zero.mp (congrFun e v)
```

For the forward implication, a vector $x$ perpendicular to the family is placed in every row of a matrix. That matrix has the same moments as the zero matrix, namely none, so the assumption makes them equal and $x=0$. For the converse, equal moments make the difference of rows `g u - g' u` perpendicular to every direction. It is therefore zero, and this holds for each $u$.

The vectors need not have unit length. Rescaling a nonzero vector does not affect perpendicularity, so the criterion applies unchanged to pure states.

The last theorem covers any two vectors $a$ and $b$, including parallel ones, and states that some pair of different $g$ matrices has the same moments along both.

```lean
/-- For any two magnetization directions there are two different g matrices with the same
moments along both. -/
theorem two_directions_insufficient (a b : Fin 3 → ℝ) :
    ∃ g g' : Matrix (Fin 3) (Fin 3) ℝ, g ≠ g' ∧
      ∀ u, expectation g a u = expectation g' a u ∧ expectation g b u = expectation g' b u := by
  -- a nonzero vector perpendicular to both directions
  have hdet : (Matrix.of ![a, b, b]).det = 0 :=
    Matrix.det_zero_of_row_eq (i := 1) (j := 2) (by decide) rfl
  obtain ⟨x, hx, h0⟩ := Matrix.exists_mulVec_eq_zero_iff.mpr hdet
  have ha : a ⬝ᵥ x = 0 := congrFun h0 0
  have hb : b ⬝ᵥ x = 0 := congrFun h0 1
  refine ⟨Matrix.of fun _ => x, 0, fun h => hx (congrFun h 0), fun u => ?_⟩
  have key : ∀ c : Fin 3 → ℝ, c ⬝ᵥ x = 0 →
      expectation (Matrix.of fun _ => x) c u = expectation 0 c u := by
    intro c hc
    have e1 : (Matrix.of fun _ : Fin 3 => x) u ⬝ᵥ c = 0 := (dotProduct_comm x c).trans hc
    have e2 : (0 : Matrix (Fin 3) (Fin 3) ℝ) u ⬝ᵥ c = 0 := zero_dotProduct c
    rw [expectation_eq, expectation_eq, e1, e2]
  exact ⟨key a ha, key b hb⟩

end

end DoubletGTensor
```

By hand one would take $x=a\times b$ and treat parallel vectors separately. The proof avoids the distinction by forming the matrix with rows $a,b,b$. Two equal rows make its determinant zero, so it annihilates some nonzero vector $x$, which is perpendicular to both directions. The two $g$ matrices are then the one with every row equal to $x$ and the zero matrix. Since the moments are linear in $g$, adding any fixed matrix to both gives another such pair, so no $g$ whatever can be identified from two directions alone.

```lean
#print axioms DoubletGTensor.g_from_three_directions
#print axioms DoubletGTensor.symmetric_tensor_from_three_directions
#print axioms DoubletGTensor.directions_determine_g_iff
#print axioms DoubletGTensor.two_directions_insufficient
```

```
'DoubletGTensor.g_from_three_directions' depends on axioms: [propext, Classical.choice, Quot.sound]
'DoubletGTensor.symmetric_tensor_from_three_directions' depends on axioms: [propext, Classical.choice, Quot.sound]
'DoubletGTensor.directions_determine_g_iff' depends on axioms: [propext, Classical.choice, Quot.sound]
'DoubletGTensor.two_directions_insufficient' depends on axioms: [propext, Classical.choice, Quot.sound]
```
